# The Landau kernel (exp(−iwt) + iwt − 1)/w² tends to −t²/2 as the energy w goes to zero

The Landau kernel is the complex function (exp(−iwt) + iwt − 1)/w² of a real energy w and a real parameter t, with the value −t²/2 assigned at w = 0. The declaration `tendsto_landauKernel` states that, for each fixed t, the kernel tends to −t²/2 as w goes to zero through nonzero values. The phase is written wt, with no separate ħ, and t may have either sign. The attempt compares the exponential with its Taylor polynomial of degree two, bounds the distance between kernel and limit by |w||t|³ when |wt| ≤ 1, and concludes by squeezing.

This version doesn't compile in Lean 4 with Mathlib:

```lean
import Mathlib

open MeasureTheory Filter Topology Set
open Complex (I)

namespace TendstoLandauKernel

noncomputable section

/-- The Landau kernel `(exp(-iwt) + iwt - 1) / w²` for `w ≠ 0`, with the value `-t²/2`
at `w = 0`. -/
def landauKernel (w t : ℝ) : ℂ :=
  if w = 0 then ((-(t ^ 2 / 2) : ℝ) : ℂ)
  else (Complex.exp (-(I * ((w * t : ℝ) : ℂ))) + I * ((w * t : ℝ) : ℂ) - 1) / (w : ℂ) ^ 2

/-- As `w → 0` through nonzero energies, the Landau kernel tends to `-t²/2`. -/
theorem tendsto_landauKernel (t : ℝ) :
    Tendsto (fun w => landauKernel w t) (𝓝[≠] 0) (𝓝 ((-(t ^ 2 / 2) : ℝ) : ℂ)) := by
  have hc : Tendsto (fun w : ℝ => |w * t|) (𝓝 0) (𝓝 0) := by
    have h := (show Continuous fun w : ℝ => |w * t| by fun_prop).tendsto 0
    simpa only [zero_mul, abs_zero] using h
  have hl : Tendsto (fun w : ℝ => |w| * |t| ^ 3) (𝓝 0) (𝓝 0) := by
    have h := (show Continuous fun w : ℝ => |w| * |t| ^ 3 by fun_prop).tendsto 0
    simpa only [zero_mul, abs_zero] using h
  refine tendsto_iff_norm_sub_tendsto_zero.2 (squeeze_zero'
    (Eventually.of_forall fun _ => norm_nonneg _) ?_ (hl.mono_left nhdsWithin_le_nhds))
  filter_upwards [self_mem_nhdsWithin,
    (hc.eventually_le_const one_pos).filter_mono nhdsWithin_le_nhds] with w hw h1
  have hw0 : w ≠ 0 := hw
  have hw2 : (w : ℂ) ^ 2 ≠ 0 := pow_ne_zero 2 (Complex.ofReal_ne_zero.2 hw0)
  have hx : ‖-(I * ((w * t : ℝ) : ℂ))‖ = |w * t| := by
    rw [norm_neg, norm_mul, Complex.norm_I, one_mul, Complex.norm_real, Real.norm_eq_abs]
  -- third-order Taylor remainder of the exponential
  have hE := Complex.exp_bound (hx.le.trans h1) (n := 3) (by norm_num)
  have hs : ∑ m ∈ Finset.range 3, (-(I * ((w * t : ℝ) : ℂ))) ^ m / (m.factorial : ℂ)
      = 1 - I * ((w * t : ℝ) : ℂ) - ((w * t : ℝ) : ℂ) ^ 2 / 2 := by
    simp only [Finset.sum_range_succ, Finset.sum_range_zero, Nat.factorial]
    push_cast
    linear_combination ((w : ℂ) * t) ^ 2 / 2 * Complex.I_sq
  rw [hx, hs] at hE
  have heq : landauKernel w t - ((-(t ^ 2 / 2) : ℝ) : ℂ)
      = (Complex.exp (-(I * ((w * t : ℝ) : ℂ)))
        - (1 - I * ((w * t : ℝ) : ℂ) - ((w * t : ℝ) : ℂ) ^ 2 / 2)) / (w : ℂ) ^ 2 := by
    rw [landauKernel, if_neg hw0, eq_div_iff hw2, sub_mul, div_mul_cancel₀ _ hw2]
    push_cast
    ring
  rw [heq, norm_div, norm_pow, Complex.norm_real, Real.norm_eq_abs, sq_abs,
    div_le_iff₀ (by positivity)]
  refine hE.trans ((mul_le_mul_of_nonneg_left (c := |w * t| ^ 3) (b := 1)
    (by norm_num [Nat.factorial]) (by positivity)).trans (le_of_eq ?_))
  rw [abs_mul, ← sq_abs w]
  ring

end

end TendstoLandauKernel
```

Compiling this gives:

```
Main.lean:50:5: error: unsolved goals
t : ℝ
hc : Tendsto (fun w => |w * t|) (𝓝 0) (𝓝 0)
hl : Tendsto (fun w => |w| * |t| ^ 3) (𝓝 0) (𝓝 0)
w : ℝ
hw : w ∈ {0}ᶜ
h1 : |w * t| ≤ 1
hw0 : w ≠ 0
hw2 : ↑w ^ 2 ≠ 0
hx : ‖-(I * ↑(w * t))‖ = |w * t|
hE :
  ‖Complex.exp (-(I * ↑(w * t))) - (1 - I * ↑(w * t) - ↑(w * t) ^ 2 / 2)‖ ≤
    |w * t| ^ 3 * (↑(Nat.succ 3) * (↑(Nat.factorial 3) * ↑3)⁻¹)
hs : ∑ m ∈ Finset.range 3, (-(I * ↑(w * t))) ^ m / ↑m.factorial = 1 - I * ↑(w * t) - ↑(w * t) ^ 2 / 2
heq :
  landauKernel w t - ↑(-(t ^ 2 / 2)) = (Complex.exp (-(I * ↑(w * t))) - (1 - I * ↑(w * t) - ↑(w * t) ^ 2 / 2)) / ↑w ^ 2
⊢ 1 ≤ (|w| * |t|) ^ 3
Main.lean:50:38: error: failed to prove positivity/nonnegativity/nonzeroness
```

Both errors come from the named arguments given to `mul_le_mul_of_nonneg_left`. That lemma takes `b ≤ c` and `0 ≤ a` and gives `a * b ≤ a * c`, so the common factor is `a`. The attempt set `c := |w * t| ^ 3` and `b := 1`, which made the first hypothesis `1 ≤ |w * t| ^ 3`. `norm_num` could only rewrite this to `1 ≤ (|w| * |t|) ^ 3`, the goal left in the first message, which doesn't follow from `|w * t| ≤ 1`. The second message is `positivity` failing on `0 ≤ a`, where the named arguments had not said what `a` was.

The inequality needed is that the numerical coefficient in `hE`, which is 4/(6·3) = 2/9, is at most 1. The repair states this as `hk`, with the coefficient written out, and `norm_num` proves it. Passing `hk` to the lemma fixes `b` as the coefficient and `c` as 1, and matching with `hE` makes `a` the power `|w * t| ^ 3`, which `positivity` can show is nonnegative. The closing `rw` and `ring` are unchanged.

After these edits no error is left:

```diff
@@ -47,6 +47,7 @@
   rw [heq, norm_div, norm_pow, Complex.norm_real, Real.norm_eq_abs, sq_abs,
     div_le_iff₀ (by positivity)]
-  refine hE.trans ((mul_le_mul_of_nonneg_left (c := |w * t| ^ 3) (b := 1)
-    (by norm_num [Nat.factorial]) (by positivity)).trans (le_of_eq ?_))
+  have hk : ((Nat.succ 3 : ℕ) : ℝ) * (((Nat.factorial 3 : ℕ) : ℝ) * ((3 : ℕ) : ℝ))⁻¹ ≤ 1 := by
+    norm_num [Nat.factorial]
+  refine hE.trans ((mul_le_mul_of_nonneg_left hk (by positivity)).trans (le_of_eq ?_))
   rw [abs_mul, ← sq_abs w]
   ring
```
